# Mode occupations in $[0,1]$ with sum $m$ are realised by one pure $m$-fermion state

One fermion in two modes can have occupations $0.7$ and $0.3$: take $\sqrt{0.7}\,|10\rangle+\sqrt{0.3}\,|01\rangle$. With more modes and particles I am less sure. Suppose I prescribe $0.9,\ 0.6,\ 0.5$ for two fermions in three modes, or a long list of such numbers. Is there always a pure state with these occupations and a sharp particle number, or do I sometimes need a mixed state?

## Superposing filled configurations is enough

Let the prescribed occupations $x_p$ lie in $[0,1]$ and add up to a whole number $m$. Then a pure state with exactly $m$ particles always suffices, for finitely many modes with a vacuum. In your example, with modes numbered from 0, it is $\sqrt{0.5}\,|110\rangle+\sqrt{0.4}\,|101\rangle+\sqrt{0.1}\,|011\rangle$.

Let $a_p$ annihilate a fermion in mode $p$, let $c_p=a_p^\dagger$, $n_p=c_pa_p$ and $N=\sum_p n_p$, with $M$ modes in all.

**Configurations.** Build $\Phi_S$, with exactly the modes in $S$ filled, by adding particles to the unit vacuum. If $q\notin S$, then $a_qc_q\Phi_S=\Phi_S-c_qa_q\Phi_S=\Phi_S$. Hence $\|c_q\Phi_S\|^2=\langle\Phi_S,a_qc_q\Phi_S\rangle=1$ and $n_qc_q\Phi_S=c_q\Phi_S$. For $p\ne q$, two sign changes give $n_pc_q=-c_pc_qa_p=c_qn_p$, so the other occupations stay as they were. If $p$ lies in $S$ but not in $T$, then
$$\langle\Phi_S,\Phi_T\rangle=\langle n_p\Phi_S,\Phi_T\rangle=\langle\Phi_S,n_p\Phi_T\rangle=0,$$
and likewise with $S$ and $T$ exchanged.

**Weights.** Let $0<m<M$ and choose a set $R$ of $m$ row labels. Put
$$D_{ip}=\begin{cases}x_p/m & i\in R\\ (1-x_p)/(M-m) & i\notin R.\end{cases}$$
The entries are non-negative. Each row sums to 1 because $\sum_p x_p=m$, and column $p$ sums to $x_p+(1-x_p)=1$. By Birkhoff's theorem $D$ is an average of permutation matrices, with weights $\omega_\sigma$. Let $w_S$ be the total weight of the permutations $\sigma$ with $\sigma(R)=S$. Only sets of $m$ modes get weight, $\sum_S w_S=1$, and
$$\sum_{S\ni p}w_S=\sum_{i\in R}D_{ip}=x_p.$$
If $m=0$ or $m=M$, all $x_p$ are 0 or all are 1, and one configuration does it.

**The state.** Put $\psi=\sum_S\sqrt{w_S}\,\Phi_S$. Orthonormality gives $\|\psi\|=1$ and $\langle\psi,n_p\psi\rangle=\sum_{S\ni p}w_S=x_p$. Every contributing $S$ has $m$ elements, so $N\psi=m\psi$.

**Converse.** For any unit $\psi$ with $N\psi=m\psi$ and occupations $x_p$, we have $x_p=\|a_p\psi\|^2\ge0$, $1-x_p=\|c_p\psi\|^2\ge0$ and $\sum_px_p=\langle\psi,N\psi\rangle=m$.

## What the Lean theorem says

`realisable_iff` states both directions; `exists_state` is the construction. The modes are `Fin M`, and `V` is a complex inner-product space, not assumed finite-dimensional. `FermiModes a c` contains adjointness and the anticommutation relations, applied to vectors. The vacuum is assumed through `hv` (unit norm) and `hvac` (every `a p` kills it); physically it is the state with all modes empty. `number` is $n_p$ and `total` is $N$. The letter `w` denotes the state in the statements of `exists_state` and `realisable_iff`, but the weights in `exists_weights` and inside the proof of `exists_state`, where the state is `ψ`.

The $x_p$ are occupations of fixed modes, the diagonal of the one-body density matrix. They need not be its eigenvalues, the natural occupation numbers: in your two-mode state those are 1 and 0. Representing a real system by $M$ chosen orbitals is a separate approximation.

```lean
import Mathlib

open Finset

namespace RealisableOccupations

noncomputable section

variable {M : ℕ} {V : Type*} [NormedAddCommGroup V] [InnerProductSpace ℂ V]

/-- Fermionic modes: annihilators `a p` and creators `c p`, adjoint to each other, that obey
the canonical anticommutation relations. -/
structure FermiModes (a c : Fin M → V →ₗ[ℂ] V) : Prop where
  adj : ∀ p x y, inner ℂ (c p x) y = inner ℂ x (a p y)
  anti : ∀ p q x, a p (a q x) + a q (a p x) = 0
  car : ∀ p q x, a p (c q x) + c q (a p x) = if p = q then x else 0

/-- The occupation-number operator `n_p = c_p a_p` of mode `p`. -/
def number (a c : Fin M → V →ₗ[ℂ] V) (p : Fin M) : V →ₗ[ℂ] V := c p ∘ₗ a p

/-- The particle-number operator `N`, the sum of all `n_p`. -/
def total (a c : Fin M → V →ₗ[ℂ] V) : V →ₗ[ℂ] V := ∑ p, number a c p

variable {a c : Fin M → V →ₗ[ℂ] V}

/-- Creation operators of fermionic modes anticommute. -/
theorem create_anticomm (h : FermiModes a c) (p q : Fin M) (x : V) :
    c p (c q x) + c q (c p x) = 0 := by
  apply ext_inner_right ℂ
  intro y
  simp only [inner_add_left, h.adj]
  rw [← inner_add_right, h.anti, inner_zero_left, inner_zero_right]

/-- The matrix element of `n_p` between two states is the overlap of the states with one
particle removed from mode `p`. -/
theorem inner_number (h : FermiModes a c) (p : Fin M) (x y : V) :
    inner ℂ x (number a c p y) = inner ℂ (a p x) (a p y) := by
  change inner ℂ x (c p (a p y)) = _
  rw [← inner_conj_symm x (c p (a p y)), h.adj, inner_conj_symm]

/-- From a unit vacuum one can build, for every set `S` of modes, a unit vector in which the
modes of `S` are filled and all others are empty. -/
theorem exists_configuration (h : FermiModes a c) {v : V} (hv : ‖v‖ = 1)
    (hvac : ∀ p, a p v = 0) (S : Finset (Fin M)) :
    ∃ u : V, ‖u‖ = 1 ∧ ∀ p, number a c p u = if p ∈ S then u else 0 := by
  induction S using Finset.induction_on with
  | empty => exact ⟨v, hv, fun p => by simp [number, hvac]⟩
  | insert q S hq ih =>
    obtain ⟨u, hu, hn⟩ := ih
    have h0 : c q (a q u) = 0 := by simpa [number, hq] using hn q
    have h1 : a q (c q u) = u := by simpa [h0] using h.car q q u
    refine ⟨c q u, ?_, fun p => ?_⟩
    · rw [norm_eq_sqrt_re_inner (𝕜 := ℂ), h.adj, h1, ← norm_eq_sqrt_re_inner (𝕜 := ℂ), hu]
    · by_cases hpq : p = q
      · subst hpq
        simp [number, h1]
      · -- `n_p` commutes with the creator of another mode
        have e1 : a p (c q u) = -c q (a p u) :=
          eq_neg_of_add_eq_zero_left (by simpa [hpq] using h.car p q u)
        have e2 : c p (c q (a p u)) = -c q (c p (a p u)) :=
          eq_neg_of_add_eq_zero_left (create_anticomm h p q _)
        have e3 : c p (a p u) = if p ∈ S then u else 0 := hn p
        change c p (a p (c q u)) = _
        rw [e1, map_neg, e2, neg_neg, e3]
        by_cases hp : p ∈ S <;> simp [hp, hpq]

/-- States with definite and different sets of filled modes are orthogonal. -/
theorem configurations_orthogonal (h : FermiModes a c) {S T : Finset (Fin M)} (hST : S ≠ T)
    {u t : V} (hu : ∀ p, number a c p u = if p ∈ S then u else 0)
    (ht : ∀ p, number a c p t = if p ∈ T then t else 0) : inner ℂ u t = 0 := by
  by_contra hne
  apply hST
  ext p
  have key : inner ℂ (number a c p u) t = inner ℂ u (number a c p t) := by
    rw [inner_number h]
    exact h.adj p (a p u) t
  rw [hu, ht] at key
  constructor
  · intro hS
    by_contra hT
    exact hne (by simpa [hS, hT] using key)
  · intro hT
    by_contra hS
    exact hne (by simpa [hS, hT] using key.symm)

/-- Numbers in `[0,1]` with sum `m` are the mean occupations of a probability distribution
over sets of `m` filled modes. -/
theorem exists_weights {x : Fin M → ℝ} {m : ℕ} (h0 : ∀ p, 0 ≤ x p) (h1 : ∀ p, x p ≤ 1)
    (hsum : ∑ p, x p = m) :
    ∃ w : Finset (Fin M) → ℝ, (∀ S, 0 ≤ w S) ∧ (∀ S, w S ≠ 0 → S.card = m) ∧
      ∑ S, w S = 1 ∧ ∀ p, ∑ S, w S * (if p ∈ S then 1 else 0) = x p := by
  have hmM : (m : ℝ) ≤ M := by
    rw [← hsum]
    simpa using Finset.sum_le_sum (fun p (_ : p ∈ univ) => h1 p)
  obtain ⟨R, -, hR⟩ := Finset.exists_subset_card_eq
    (s := (univ : Finset (Fin M))) (n := m) (by simpa using (by exact_mod_cast hmM : m ≤ M))
  have hsum' : ∑ p, (1 - x p) = (M : ℝ) - m := by simp [Finset.sum_sub_distrib, hsum]
  have hscale : ∀ (y : Fin M → ℝ) (s : ℝ), (∀ p, 0 ≤ y p) → ∑ p, y p = s →
      ∀ p, s * (y p / s) = y p := by
    intro y s hy hs p
    by_cases hz : s = 0
    · rw [hz] at hs
      have := (Finset.sum_eq_zero_iff_of_nonneg (fun i _ => hy i)).1 hs p (mem_univ p)
      simp [this]
    · field_simp
  have hcount : ∀ A B : ℝ, ∑ i : Fin M, (if i ∈ R then A else B) = m * A + (M - m) * B := by
    intro A B
    have e : ∀ i : Fin M, (if i ∈ R then A else B) = B + if i ∈ R then A - B else 0 := by
      intro i
      split_ifs <;> ring
    rw [Finset.sum_congr rfl (fun i _ => e i), Finset.sum_add_distrib]
    simp only [Finset.sum_ite_mem, Finset.univ_inter, Finset.sum_const, hR, Finset.card_univ,
      Fintype.card_fin, nsmul_eq_mul]
    ring
  -- a doubly stochastic matrix whose rows in `R` add up to `x`
  let D : Matrix (Fin M) (Fin M) ℝ :=
    fun i p => if i ∈ R then x p / m else (1 - x p) / (M - m)
  have hD : D ∈ doublyStochastic ℝ (Fin M) := by
    rw [mem_doublyStochastic_iff_sum]
    refine ⟨fun i p => ?_, fun i => ?_, fun p => ?_⟩
    · dsimp only [D]
      split_ifs
      · exact div_nonneg (h0 p) (Nat.cast_nonneg m)
      · exact div_nonneg (sub_nonneg.2 (h1 p)) (sub_nonneg.2 hmM)
    · by_cases hi : i ∈ R
      · have hm : (m : ℝ) ≠ 0 := by
          rw [← hR]
          exact_mod_cast (Finset.card_pos.2 ⟨i, hi⟩).ne'
        simp only [D, hi, if_true]
        rw [← Finset.sum_div, hsum, div_self hm]
      · have hlt := Finset.card_le_univ (insert i R)
        rw [Finset.card_insert_of_notMem hi, hR, Fintype.card_fin] at hlt
        have hlt' : (m : ℝ) + 1 ≤ M := by exact_mod_cast hlt
        simp only [D, hi, if_false]
        rw [← Finset.sum_div, hsum', div_self (by linarith)]
    · dsimp only [D]
      rw [hcount, hscale x m h0 hsum p,
        hscale (fun p => 1 - x p) _ (fun p => sub_nonneg.2 (h1 p)) hsum' p]
      ring
  -- Birkhoff: it is a mixture of permutations, each of which fills the image of `R`
  obtain ⟨ω, hω0, hω1, hωD⟩ := exists_eq_sum_perm_of_mem_doublyStochastic hD
  have hent : ∀ i p, ∑ σ, ω σ * (if σ i = p then 1 else 0) = D i p := by
    intro i p
    rw [← hωD]
    simp [Matrix.sum_apply, Equiv.Perm.permMatrix, PEquiv.toMatrix_apply, eq_comm]
  obtain ⟨w, hw⟩ : ∃ w : Finset (Fin M) → ℝ, ∀ S, w S =
      ∑ σ : Equiv.Perm (Fin M), if R.map σ.toEmbedding = S then ω σ else 0 :=
    ⟨_, fun _ => rfl⟩
  have hpush : ∀ f : Finset (Fin M) → ℝ,
      ∑ S, w S * f S = ∑ σ : Equiv.Perm (Fin M), ω σ * f (R.map σ.toEmbedding) := by
    intro f
    simp only [hw, Finset.sum_mul, ite_mul, zero_mul]
    rw [Finset.sum_comm]
    simp only [Finset.sum_ite_eq, Finset.mem_univ, if_true]
  refine ⟨w, fun S => ?_, fun S hS => ?_, ?_, fun p => ?_⟩
  · rw [hw]
    exact Finset.sum_nonneg fun σ _ => by split_ifs <;> simp [hω0 σ]
  · by_contra hc
    apply hS
    rw [hw]
    refine Finset.sum_eq_zero fun σ _ => if_neg fun he => hc ?_
    rw [← he, Finset.card_map, hR]
  · simpa [hω1] using hpush fun _ => 1
  · have hind : ∀ σ : Equiv.Perm (Fin M), (if p ∈ R.map σ.toEmbedding then (1 : ℝ) else 0) =
        ∑ i ∈ R, if σ i = p then 1 else 0 := by
      intro σ
      have e : ∀ i, σ i = p ↔ i = σ.symm p := fun i => by rw [Equiv.eq_symm_apply]
      simp only [Finset.mem_map_equiv, e, Finset.sum_ite_eq']
    rw [hpush fun S => if p ∈ S then 1 else 0]
    simp only [hind, Finset.mul_sum]
    rw [Finset.sum_comm, Finset.sum_congr rfl (fun i _ => hent i p),
      Finset.sum_congr rfl (fun i hi => if_pos hi), Finset.sum_const, hR, nsmul_eq_mul]
    exact hscale x m h0 hsum p

/-- Given a unit vacuum, any occupations in `[0,1]` with sum `m` are those of a single pure
state with exactly `m` particles. -/
theorem exists_state (h : FermiModes a c) {v : V} (hv : ‖v‖ = 1) (hvac : ∀ p, a p v = 0)
    {x : Fin M → ℝ} {m : ℕ} (h0 : ∀ p, 0 ≤ x p) (h1 : ∀ p, x p ≤ 1) (hsum : ∑ p, x p = m) :
    ∃ w : V, ‖w‖ = 1 ∧ total a c w = (m : ℂ) • w ∧
      ∀ p, inner ℂ w (number a c p w) = (x p : ℂ) := by
  obtain ⟨w, hw0, hwm, hw1, hwx⟩ := exists_weights h0 h1 hsum
  choose Φ hΦ hn using exists_configuration h hv hvac
  have horth : ∀ S T, inner ℂ (Φ S) (Φ T) = if S = T then (1 : ℂ) else 0 := by
    intro S T
    split_ifs with hST
    · rw [← hST, inner_self_eq_norm_sq_to_K, hΦ]
      simp
    · exact configurations_orthogonal h hST (hn S) (hn T)
  -- superpose the configurations with amplitudes `√w`
  let ψ : V := ∑ S, ((√(w S) : ℝ) : ℂ) • Φ S
  have hinner : ∀ b : Finset (Fin M) → ℝ,
      inner ℂ ψ (∑ S, ((√(w S) * b S : ℝ) : ℂ) • Φ S) = ((∑ S, w S * b S : ℝ) : ℂ) := by
    intro b
    simp only [ψ, sum_inner, inner_sum, inner_smul_left, inner_smul_right, horth, mul_ite,
      mul_one, mul_zero, Finset.sum_ite_eq', Finset.mem_univ, if_true,
      Complex.conj_ofReal]
    rw [Complex.ofReal_sum]
    refine Finset.sum_congr rfl fun S _ => ?_
    have hs : ((√(w S) : ℝ) : ℂ) * ((√(w S) : ℝ) : ℂ) = (w S : ℂ) := by
      rw [← Complex.ofReal_mul, Real.mul_self_sqrt (hw0 S)]
    push_cast
    linear_combination (b S : ℂ) * hs
  refine ⟨ψ, ?_, ?_, fun p => ?_⟩
  · have e : inner ℂ ψ ψ = (1 : ℂ) := by
      have := hinner fun _ => 1
      simp only [mul_one, hw1, Complex.ofReal_one] at this
      exact this
    rw [norm_eq_sqrt_re_inner (𝕜 := ℂ), e]
    simp
  · have hN : ∀ S, total a c (Φ S) = (S.card : ℂ) • Φ S := by
      intro S
      simp only [total, LinearMap.sum_apply, hn, Finset.sum_ite_mem, Finset.univ_inter,
        Finset.sum_const, Nat.cast_smul_eq_nsmul]
    simp only [ψ, map_sum, Finset.smul_sum]
    refine Finset.sum_congr rfl fun S _ => ?_
    by_cases hz : w S = 0
    · simp [hz]
    · rw [map_smul, hN, hwm S hz, smul_comm]
  · have e : number a c p ψ =
        ∑ S, ((√(w S) * (if p ∈ S then 1 else 0) : ℝ) : ℂ) • Φ S := by
      simp only [ψ, map_sum]
      refine Finset.sum_congr rfl fun S _ => ?_
      rw [map_smul, hn]
      by_cases hp : p ∈ S <;> simp [hp]
    rw [e, hinner fun S => if p ∈ S then 1 else 0, hwx]

/-- Given a unit vacuum, real numbers are the occupations of some normalised `m`-particle state
if and only if each lies in `[0,1]` and they add up to `m`. -/
theorem realisable_iff (h : FermiModes a c) {v : V} (hv : ‖v‖ = 1) (hvac : ∀ p, a p v = 0)
    (x : Fin M → ℝ) (m : ℕ) :
    (∃ w : V, ‖w‖ = 1 ∧ total a c w = (m : ℂ) • w ∧
      ∀ p, inner ℂ w (number a c p w) = (x p : ℂ)) ↔
    (∀ p, 0 ≤ x p ∧ x p ≤ 1) ∧ ∑ p, x p = m := by
  constructor
  · rintro ⟨w, hw, hN, hx⟩
    have hww : inner ℂ w w = (1 : ℂ) := by
      rw [inner_self_eq_norm_sq_to_K, hw]
      simp
    refine ⟨fun p => ?_, ?_⟩
    · -- `x_p = ‖a_p w‖²` and `1 - x_p = ‖c_p w‖²`
      have k1 : 0 ≤ (inner ℂ (a p w) (a p w)).re := inner_self_nonneg (𝕜 := ℂ)
      have k2 : 0 ≤ (inner ℂ (c p w) (c p w)).re := inner_self_nonneg (𝕜 := ℂ)
      have e : inner ℂ (c p w) (c p w) + inner ℂ w (number a c p w) = (1 : ℂ) := by
        rw [h.adj, ← inner_add_right, ← hww]
        congr 1
        simpa [number] using h.car p p w
      rw [← inner_number h, hx, Complex.ofReal_re] at k1
      rw [hx] at e
      have e' := congrArg Complex.re e
      rw [Complex.add_re, Complex.ofReal_re, Complex.one_re] at e'
      exact ⟨k1, by linarith⟩
    · have e : ((∑ p, x p : ℝ) : ℂ) = (m : ℂ) := by
        rw [Complex.ofReal_sum, ← Finset.sum_congr rfl (fun p _ => hx p), ← inner_sum,
          ← LinearMap.sum_apply]
        change inner ℂ w (total a c w) = _
        rw [hN, inner_smul_right, hww, mul_one]
      exact_mod_cast e
  · rintro ⟨hx, hsum⟩
    exact exists_state h hv hvac (fun p => (hx p).1) (fun p => (hx p).2) hsum

/-- The operator on `ℂ⁴` given by a matrix. -/
def matOp (A : Matrix (Fin 4) (Fin 4) ℂ) :
    EuclideanSpace ℂ (Fin 4) →ₗ[ℂ] EuclideanSpace ℂ (Fin 4) where
  toFun x := WithLp.toLp 2 (A.mulVec x.ofLp)
  map_add' x y := by simp [Matrix.mulVec_add]
  map_smul' r x := by simp [Matrix.mulVec_smul]

/-- Jordan–Wigner matrices of the annihilators of two modes. -/
def jordanWigner : Fin 2 → Matrix (Fin 4) (Fin 4) ℂ :=
  ![!![0, 0, 1, 0; 0, 0, 0, 1; 0, 0, 0, 0; 0, 0, 0, 0],
    !![0, 1, 0, 0; 0, 0, 0, 0; 0, 0, 0, -1; 0, 0, 0, 0]]

/-- The two Jordan–Wigner modes on `ℂ⁴` are fermionic modes, and the first basis vector is a
unit vacuum for them. -/
theorem fermiModes_witness :
    FermiModes (fun p => matOp (jordanWigner p)) (fun p => matOp (jordanWigner p).conjTranspose) ∧
      ‖(!₂[1, 0, 0, 0] : EuclideanSpace ℂ (Fin 4))‖ = 1 ∧
      ∀ p, matOp (jordanWigner p) !₂[1, 0, 0, 0] = 0 := by
  refine ⟨⟨fun p x y => ?_, fun p q x => ?_, fun p q x => ?_⟩, ?_, fun p => ?_⟩
  · fin_cases p <;>
      simp [matOp, jordanWigner, PiLp.inner_apply, Matrix.mulVec, dotProduct,
        Fin.sum_univ_four]
  · fin_cases p <;> fin_cases q <;> ext i <;> fin_cases i <;>
      simp [matOp, jordanWigner, dotProduct, Fin.sum_univ_four]
  · fin_cases p <;> fin_cases q <;> ext i <;> fin_cases i <;>
      simp [matOp, jordanWigner, Matrix.mulVec, dotProduct, Fin.sum_univ_four]
  · simp [EuclideanSpace.norm_eq, Fin.sum_univ_four]
  · fin_cases p <;> ext i <;> fin_cases i <;>
      simp [matOp, jordanWigner, dotProduct, Fin.sum_univ_four]

end

end RealisableOccupations
```

```lean
#print axioms RealisableOccupations.exists_state
-- 'RealisableOccupations.exists_state' depends on axioms: [propext, Classical.choice, Quot.sound]
#print axioms RealisableOccupations.realisable_iff
-- 'RealisableOccupations.realisable_iff' depends on axioms: [propext, Classical.choice, Quot.sound]
```

## From the algebra to the Lean proof

`create_anticomm` moves both creators across the inner product, and `inner_number` gives $\langle x,n_py\rangle=\langle a_px,a_py\rangle$. `exists_configuration` adds particles by induction on `S`; `configurations_orthogonal` compares the two actions of $n_p$.

In `exists_weights`, `hD` checks the row and column sums, `hscale` takes care of the zero denominators at $m=0$ and $m=M$, and `hpush` turns sums over sets into sums over permutations. In `exists_state`, `hinner` computes the overlaps that give both the norm and the occupations. `fermiModes_witness` supplies a concrete instance, two Jordan–Wigner modes on $\mathbb C^4$.

## Prescribed site densities on a lattice

In density-functional theory on a finite lattice, a constrained search minimises the kinetic plus interaction energy over $m$-particle pure states with prescribed site occupations. For spinless fermions, with one mode per site, the theorem says exactly when that search has any candidates. For your three numbers, it can start from the state above and vary the relative phases of its three amplitudes: the occupations stay fixed while the hopping energy can change.
